# Exponential bound on Green function elements of a finite Hermitian Hamiltonian, at energies outside the spectral range

A tight-binding calculation may keep Green function elements only between orbitals within a cutoff distance. An upper bound on the discarded elements can guide the choice of cutoff. The problems below derive such a bound for a finite, non-interacting Hamiltonian $H$ whose spectrum has been scaled into $[-1,1]$, at real or complex energies off that interval. The bound falls exponentially with the number of hops between the two orbitals.

## Hamiltonian, Green function and energy variable

The orbitals are labelled by a finite type `ι` and taken as orthonormal, so $H$ is a complex square matrix.

```lean
import Mathlib

open Matrix Polynomial

namespace ChebyshevGreenLocality

noncomputable section

variable {ι : Type*} [Fintype ι] [DecidableEq ι]
```

The spectral condition is stated through eigenvectors. A Hermitian matrix has only real eigenvalues, so the condition then covers the whole spectrum. If the physical Hamiltonian is $aH+b$ with $a>0$, its Green function at energy $E$ is that of $H$ at $(E-b)/a$, divided by $a$.

```lean
/-- Every real eigenvalue of `H` lies in the interval `[-1, 1]`. -/
def BandInUnit (H : Matrix ι ι ℂ) : Prop :=
  ∀ (x : ℝ) (v : ι → ℂ), v ≠ 0 → H *ᵥ v = (x : ℂ) • v → |x| ≤ 1
```

The Green function is the resolvent $G(z)=(z-H)^{-1}$, written as a matrix inverse.

```lean
/-- The Green function `(z - H)⁻¹`, for `z` not an eigenvalue of `H`. -/
def green (H : Matrix ι ι ℂ) (z : ℂ) : Matrix ι ι ℂ := (z • (1 : Matrix ι ι ℂ) - H)⁻¹
```

The complex energy $z$ is parametrised by a number $w$ with $0<|w|<1$, which is not a frequency. As $z$ approaches the interval $[-1,1]$, $|w|$ tends to 1.

```lean
/-- The complex energy `z = (w + 1/w)/2`, for `w ≠ 0`. -/
def energy (w : ℂ) : ℂ := (w + 1 / w) / 2
```

With $T_n$ the Chebyshev polynomials of the first kind, the approximation to $1/(z-x)$ is
$$p_d(x)=\frac{2w}{1-w^2}\Big(\sum_{n=0}^{d-1}2w^nT_n(x)-1\Big).$$

```lean
/-- The Chebyshev approximation to `1/(z - x)` at `z = (w + 1/w)/2`, for `0 < |w| < 1` and `x` in
`[-1, 1]`, with `d` terms in its sum. -/
def chebGreen (w : ℂ) (d : ℕ) : ℂ[X] :=
  C (2 * w / (1 - w ^ 2)) * (∑ n ∈ Finset.range d, C (2 * w ^ n) * Chebyshev.T ℂ (n : ℤ) - 1)
```

The hypotheses do not cover the step from a material to this model: a finite one-particle matrix whose distant hoppings are exactly zero.

## (a) Chebyshev polynomials at the mean of two inverse numbers

Show that $T_n$ has degree at most $n$ and that, whenever $uv=1$,
$$T_n\Big(\frac{u+v}{2}\Big)=\frac{u^n+v^n}{2}.$$

**Solution.** Both claims hold for $T_0=1$ and $T_1=x$. Use $T_{n+2}=2xT_{n+1}-T_n$. The degree rises by at most one per step, and at $x=(u+v)/2$
$$(u+v)\frac{u^{n+1}+v^{n+1}}{2}-\frac{u^n+v^n}{2}=\frac{u^{n+2}+v^{n+2}}{2}+(uv-1)\frac{u^n+v^n}{2}.$$
The last term vanishes. In Lean this is a recursion with two base cases, and `linear_combination` is given the multiple of $uv=1$ to use and checks the resulting identity.

```lean
/-- The Chebyshev polynomial `T_n` has degree at most `n`, and it takes the value
`(uⁿ + vⁿ)/2` at `(u + v)/2` when `u v = 1`. -/
theorem chebyshev_mode : ∀ n : ℕ, (Chebyshev.T ℂ (n : ℤ)).natDegree ≤ n ∧
    ∀ u v : ℂ, u * v = 1 → (Chebyshev.T ℂ (n : ℤ)).eval ((u + v) / 2) = (u ^ n + v ^ n) / 2
  | 0 => by simp
  | 1 => by simp
  | n + 2 => by
    obtain ⟨d0, e0⟩ := chebyshev_mode n
    obtain ⟨d1, e1⟩ := chebyshev_mode (n + 1)
    push_cast at d1 e1 ⊢
    rw [Chebyshev.T_add_two]
    constructor
    · have h2 : (2 * X : ℂ[X]).natDegree ≤ 1 := by compute_degree
      have h3 := natDegree_mul_le (p := (2 * X : ℂ[X])) (q := Chebyshev.T ℂ ((n : ℤ) + 1))
      exact (natDegree_sub_le _ _).trans (max_le (by omega) (by omega))
    · intro u v h
      have h2 : (2 : ℂ[X]).eval ((u + v) / 2) = 2 := by simp
      rw [eval_sub, eval_mul, eval_mul, eval_X, h2, e0 u v h, e1 u v h]
      linear_combination (u ^ n + v ^ n) / 2 * h
```

## (b) A band energy as a pair of phases

For real $x$ with $|x|\le1$, find complex $u,v$ such that
$$uv=1,\qquad |u|=|v|=1,\qquad x=\frac{u+v}{2}.$$

**Solution.** Put $\theta=\arccos x$, $u=e^{i\theta}$ and $v=e^{-i\theta}$. Their product is 1 and their mean is $\cos\theta=x$. The proof gives Lean these two exponentials explicitly.

```lean
/-- A point of `[-1, 1]` is the mean of two mutually inverse phases. -/
theorem exists_phase {x : ℝ} (hx : |x| ≤ 1) :
    ∃ u v : ℂ, u * v = 1 ∧ ‖u‖ = 1 ∧ ‖v‖ = 1 ∧ (x : ℂ) = (u + v) / 2 := by
  refine ⟨Complex.exp ((Real.arccos x : ℝ) * Complex.I),
    Complex.exp ((-Real.arccos x : ℝ) * Complex.I), ?_, Complex.norm_exp_ofReal_mul_I _,
    Complex.norm_exp_ofReal_mul_I _, ?_⟩
  · rw [← Complex.exp_add, ← add_mul, ← Complex.ofReal_add]
    simp
  · have h := Real.cos_arccos (abs_le.mp hx).1 (abs_le.mp hx).2
    conv_lhs => rw [← h]
    rw [Complex.ofReal_cos, Complex.ofReal_neg]
    rfl
```

## (c) Error of the truncated Chebyshev series

Let $0<|w|<1$ and $z=(w+1/w)/2$. Show that for every $x\in[-1,1]$ and every $d\ge0$, $z\ne x$ and
$$\Big|\frac1{z-x}-p_d(x)\Big|\le\frac{4|w|^{d+1}}{|1-w^2|(1-|w|)}.$$

**Solution.** Take $u,v$ from (b). Since $uv=1$,
$$2w(z-x)=1+w^2-w(u+v)=(1-wu)(1-wv).$$
Each factor has modulus at least $1-|w|>0$, so $z\neq x$. Putting the fractions over a common denominator gives
$$\frac1{1-wu}+\frac1{1-wv}-1=\frac{1-w^2}{2w(z-x)},$$
and therefore
$$\frac1{z-x}=\frac{2w}{1-w^2}\Big(\frac1{1-wu}+\frac1{1-wv}-1\Big).$$
By (a), $2w^nT_n(x)=(wu)^n+(wv)^n$, so $p_d$ contains two finite geometric sums:
$$p_d(x)=\frac{2w}{1-w^2}\Big(\frac{1-(wu)^d}{1-wu}+\frac{1-(wv)^d}{1-wv}-1\Big).$$
Subtracting leaves
$$\frac1{z-x}-p_d(x)=\frac{2w}{1-w^2}\Big(\frac{(wu)^d}{1-wu}+\frac{(wv)^d}{1-wv}\Big).$$
Each fraction in the bracket is at most $|w|^d/(1-|w|)$ in modulus, which gives the bound.

In the code, `hfac` is the factorisation, `hpart` the common denominator, `geo` the geometric sum, `hdiff` the exact remainder and `tail` the estimate of each fraction.

```lean
/-- For `0 < |w| < 1` the energy `z = (w + 1/w)/2` lies off `[-1, 1]`, and on that interval the
Chebyshev approximation `chebGreen w d` to `1/(z - x)` has an error of at most
`4|w|^(d+1) / (|1 - w²|(1 - |w|))`. -/
theorem chebGreen_error {w : ℂ} (hw0 : w ≠ 0) (hw1 : ‖w‖ < 1) (d : ℕ) {x : ℝ} (hx : |x| ≤ 1) :
    energy w ≠ x ∧ ‖1 / (energy w - x) - (chebGreen w d).eval (x : ℂ)‖
      ≤ 4 * ‖w‖ ^ (d + 1) / (‖1 - w ^ 2‖ * (1 - ‖w‖)) := by
  obtain ⟨u, v, huv, hu, hv, hxu⟩ := exists_phase hx
  have hr : 0 < 1 - ‖w‖ := by linarith
  have lower : ∀ a : ℂ, ‖a‖ = 1 → 1 - ‖w‖ ≤ ‖1 - w * a‖ := by
    intro a ha
    have h := norm_sub_norm_le (1 : ℂ) (w * a)
    rwa [norm_one, norm_mul, ha, mul_one] at h
  have hA : 1 - w * u ≠ 0 := norm_pos_iff.mp (hr.trans_le (lower u hu))
  have hB : 1 - w * v ≠ 0 := norm_pos_iff.mp (hr.trans_le (lower v hv))
  have hw2 : 1 - w ^ 2 ≠ 0 := by
    intro h
    have h1 : ‖w ^ 2‖ = 1 := by rw [← sub_eq_zero.mp h, norm_one]
    rw [norm_pow] at h1
    nlinarith [norm_nonneg w]
  -- the denominator factorises over the two phases
  have hfac : 2 * w * (energy w - x) = (1 - w * u) * (1 - w * v) := by
    have hwi : w * (1 / w) = 1 := mul_one_div_cancel hw0
    rw [hxu]
    unfold energy
    linear_combination hwi - w ^ 2 * huv
  have hE : energy w - x ≠ 0 := by
    intro h
    rw [h, mul_zero] at hfac
    exact mul_ne_zero hA hB hfac.symm
  refine ⟨sub_ne_zero.mp hE, ?_⟩
  have hpart : 1 / (1 - w * u) + 1 / (1 - w * v) - 1
      = (1 - w ^ 2) / (2 * w * (energy w - x)) := by
    rw [hfac, eq_div_iff (mul_ne_zero hA hB)]
    linear_combination (1 - w * v) * mul_one_div_cancel hA
      + (1 - w * u) * mul_one_div_cancel hB - w ^ 2 * huv
  have hgreen : 1 / (energy w - x)
      = 2 * w / (1 - w ^ 2) * (1 / (1 - w * u) + 1 / (1 - w * v) - 1) := by
    rw [hpart]
    field_simp
  -- the polynomial is a pair of finite geometric sums
  have geo : ∀ a : ℂ, 1 - w * a ≠ 0 →
      ∑ n ∈ Finset.range d, (w * a) ^ n = (1 - (w * a) ^ d) / (1 - w * a) := by
    intro a ha
    rw [eq_div_iff ha]
    exact geom_sum_mul_neg _ _
  have hpoly : (chebGreen w d).eval (x : ℂ) = 2 * w / (1 - w ^ 2) *
      ((1 - (w * u) ^ d) / (1 - w * u) + (1 - (w * v) ^ d) / (1 - w * v) - 1) := by
    rw [← geo u hA, ← geo v hB, ← Finset.sum_add_distrib, hxu]
    simp only [chebGreen, eval_mul, eval_C, eval_sub, eval_one, eval_finsetSum]
    congr 2
    refine Finset.sum_congr rfl fun n _ => ?_
    rw [(chebyshev_mode n).2 u v huv, mul_pow, mul_pow]
    ring
  have hdiff : 1 / (energy w - x) - (chebGreen w d).eval (x : ℂ) = 2 * w / (1 - w ^ 2) *
      ((w * u) ^ d / (1 - w * u) + (w * v) ^ d / (1 - w * v)) := by
    rw [hgreen, hpoly]
    ring
  have tail : ∀ a : ℂ, ‖a‖ = 1 → ‖(w * a) ^ d / (1 - w * a)‖ ≤ ‖w‖ ^ d / (1 - ‖w‖) := by
    intro a ha
    rw [norm_div, norm_pow, norm_mul, ha, mul_one]
    exact div_le_div_of_nonneg_left (by positivity) hr (lower a ha)
  have h2 : ‖(2 : ℂ)‖ = 2 := by simp
  rw [hdiff, norm_mul]
  refine (mul_le_mul_of_nonneg_left ((norm_add_le _ _).trans
    (add_le_add (tail u hu) (tail v hv))) (norm_nonneg _)).trans_eq ?_
  rw [norm_div, norm_mul, h2, ← div_div]
  ring
```

## (d) Eigenmodes with energies in the band

Let $H$ be Hermitian with eigenvalues in $[-1,1]$. Show that there are a matrix $U$ and real numbers $e_k$ with
$$UU^\dagger=1,\qquad HU=U\,\mathrm{diag}(e_k),\qquad |e_k|\le1.$$

**Solution.** Take an orthonormal eigenbasis as the columns of $U$. Each column has norm 1, so it is a non-zero eigenvector, and the spectral condition bounds its eigenvalue. Mathlib's `eigenvectorUnitary` provides $U$; the two closing bullets check that column $k$ is non-zero and is an eigenvector.

```lean
/-- A Hermitian `H` with eigenvalues in `[-1, 1]` is diagonalised by a unitary matrix, with
diagonal entries in `[-1, 1]`. -/
theorem exists_eigenmodes {H : Matrix ι ι ℂ} (hH : H.IsHermitian) (hb : BandInUnit H) :
    ∃ (U : Matrix ι ι ℂ) (e : ι → ℝ), U * Uᴴ = 1 ∧ (∀ k, |e k| ≤ 1) ∧
      H * U = U * diagonal (fun k => (e k : ℂ)) := by
  obtain ⟨U, hU, hE⟩ : ∃ U : Matrix ι ι ℂ, U * Uᴴ = 1 ∧
      H * U = U * diagonal (fun k => (hH.eigenvalues k : ℂ)) := by
    refine ⟨hH.eigenvectorUnitary, mem_unitaryGroup_iff.mp hH.eigenvectorUnitary.2, ?_⟩
    ext i k
    have h := congrFun (hH.mulVec_eigenvectorBasis k) i
    rw [mul_diagonal, mul_comm _ (hH.eigenvalues k : ℂ)]
    simpa [Matrix.mul_apply, mulVec, dotProduct] using h
  have hU' : Uᴴ * U = 1 := mul_eq_one_comm.mp hU
  refine ⟨U, hH.eigenvalues, hU, fun k => hb _ (fun i => U i k) ?_ ?_, hE⟩
  · intro h0
    have h1 := congrFun (congrFun hU' k) k
    have h2 : ∀ i, U i k = 0 := fun i => congrFun h0 i
    simp [Matrix.mul_apply, h2] at h1
  · funext i
    have h := congrFun (congrFun hE i) k
    rw [mul_diagonal, mul_comm (U i k)] at h
    exact h
```

## (e) From polynomial error to a matrix element

Let $H$ be as in (d), $z\notin[-1,1]$, and $(H^n)_{ij}=0$ for all $n<d$. Let $p$ be a polynomial of degree below $d$ with $|1/(z-x)-p(x)|\le\varepsilon$ on $[-1,1]$. Show that
$$(z-H)\,G(z)=1,\qquad |G_{ij}(z)|\le\varepsilon.$$

**Solution.** From (d), $(z-H)U=U\,\mathrm{diag}(z-e_k)$ with no $z-e_k$ equal to zero. Hence $G=U\,\mathrm{diag}\big(1/(z-e_k)\big)U^\dagger$. Likewise $H^m=U\,\mathrm{diag}(e_k^m)U^\dagger$, so
$$\sum_kU_{ik}\,p(e_k)\,U_{jk}^*=p(H)_{ij}=0,$$
because only powers below $d$ occur. Subtract this zero from $G_{ij}$:
$$G_{ij}=\sum_kU_{ik}\Big(\frac1{z-e_k}-p(e_k)\Big)U_{jk}^*.$$
Since $|U_{ik}||U_{jk}|\le(|U_{ik}|^2+|U_{jk}|^2)/2$ and the rows of $U$ are normalised,
$$|G_{ij}|\le\varepsilon\sum_k\frac{|U_{ik}|^2+|U_{jk}|^2}{2}=\varepsilon.$$

These steps are `hinv`, `hpow`, `hpoly`, `hsub` and the final `calc`, with `row` for the normalisation.

```lean
/-- Let `H` be Hermitian with eigenvalues in `[-1, 1]`, `z` off that interval, and `(Hⁿ)_ij = 0`
for `n < d`. Then `z - H` is invertible, and `|G_ij|` is at most any uniform error bound on
`[-1, 1]` of a polynomial approximation to `1/(z - x)` of degree below `d`. -/
theorem green_le_of_approx {H : Matrix ι ι ℂ} (hH : H.IsHermitian) (hb : BandInUnit H)
    {z : ℂ} (hz : ∀ x : ℝ, |x| ≤ 1 → z ≠ x) {i j : ι} {d : ℕ}
    (hloc : ∀ n < d, (H ^ n) i j = 0) {p : ℂ[X]} (hp : p.natDegree < d) {ε : ℝ}
    (hε : ∀ x : ℝ, |x| ≤ 1 → ‖1 / (z - x) - p.eval (x : ℂ)‖ ≤ ε) :
    (z • (1 : Matrix ι ι ℂ) - H) * green H z = 1 ∧ ‖green H z i j‖ ≤ ε := by
  obtain ⟨U, e, hU, he, hE⟩ := exists_eigenmodes hH hb
  have entry : ∀ f : ι → ℂ, (U * diagonal f * Uᴴ) i j = ∑ k, U i k * f k * star (U j k) := by
    intro f
    rw [Matrix.mul_apply]
    exact Finset.sum_congr rfl fun k _ => by rw [mul_diagonal, conjTranspose_apply]
  -- the Green function in the eigenbasis
  have hinv : (z • (1 : Matrix ι ι ℂ) - H) *
      (U * diagonal (fun k => 1 / (z - e k)) * Uᴴ) = 1 := by
    have h1 : (z • (1 : Matrix ι ι ℂ) - H) * U = U * diagonal (fun k => z - e k) := by
      rw [sub_mul, hE, smul_mul_assoc, one_mul]
      ext a k
      simp only [Matrix.sub_apply, Matrix.smul_apply, smul_eq_mul, mul_diagonal]
      ring
    have h2 : (fun k => (z - e k) * (1 / (z - e k))) = fun _ => (1 : ℂ) :=
      funext fun k => mul_one_div_cancel (sub_ne_zero.mpr (hz _ (he k)))
    rw [← mul_assoc, ← mul_assoc, h1, mul_assoc U, diagonal_mul_diagonal, h2, diagonal_one,
      mul_one, hU]
  have hG : green H z = U * diagonal (fun k => 1 / (z - e k)) * Uᴴ := inv_eq_right_inv hinv
  refine ⟨by rw [hG, hinv], ?_⟩
  have hpow : ∀ m : ℕ, H ^ m * U = U * diagonal (fun k => (e k : ℂ) ^ m) := by
    intro m
    induction m with
    | zero => simp
    | succ m ih =>
      rw [pow_succ, mul_assoc, hE, ← mul_assoc, ih, mul_assoc, diagonal_mul_diagonal]
      simp only [pow_succ]
  -- a polynomial of degree below d does not connect i and j
  have hpoly : ∑ k, U i k * p.eval (e k : ℂ) * star (U j k) = 0 := by
    simp only [eval_eq_sum_range' hp, Finset.mul_sum, Finset.sum_mul]
    rw [Finset.sum_comm]
    refine Finset.sum_eq_zero fun m hm => ?_
    have hmom : ∑ k, U i k * (e k : ℂ) ^ m * star (U j k) = 0 := by
      rw [← entry, ← hpow, mul_assoc, hU, mul_one, hloc m (Finset.mem_range.mp hm)]
    rw [← mul_zero (p.coeff m), ← hmom, Finset.mul_sum]
    exact Finset.sum_congr rfl fun k _ => by ring
  have row : ∀ a, ∑ k, ‖U a k‖ ^ 2 = 1 := by
    intro a
    have h := congrFun (congrFun hU a) a
    rw [Matrix.mul_apply, one_apply_eq] at h
    have h' : ((∑ k, ‖U a k‖ ^ 2 : ℝ) : ℂ) = 1 := by
      rw [← h]
      push_cast
      exact Finset.sum_congr rfl fun k _ => (Complex.mul_conj' _).symm
    exact_mod_cast h'
  have hsub : green H z i j
      = ∑ k, U i k * (1 / (z - e k) - p.eval (e k : ℂ)) * star (U j k) := by
    rw [hG, entry, ← sub_zero (∑ k, _), ← hpoly, ← Finset.sum_sub_distrib]
    exact Finset.sum_congr rfl fun k _ => by ring
  rw [hsub]
  calc _ ≤ ∑ k, ε * ((‖U i k‖ ^ 2 + ‖U j k‖ ^ 2) / 2) := by
        refine norm_sum_le_of_le _ fun k _ => ?_
        have h := hε _ (he k)
        have h0 : 0 ≤ ε := (norm_nonneg _).trans h
        rw [norm_mul, norm_mul, norm_star]
        have h1 := mul_le_mul_of_nonneg_left h (mul_nonneg (norm_nonneg (U i k))
          (norm_nonneg (U j k)))
        nlinarith [mul_nonneg h0 (sq_nonneg (‖U i k‖ - ‖U j k‖))]
    _ = ε := by
        rw [← Finset.mul_sum, ← Finset.sum_div, Finset.sum_add_distrib, row, row]
        ring
```

## (f) Decay of the Green function

Let $H$ be Hermitian with eigenvalues in $[-1,1]$, and let $(H^n)_{ij}=0$ for all $n<d$, with $d\ge1$. For $0<|w|<1$ and $z=(w+1/w)/2$, show that $z-H$ is invertible and
$$|G_{ij}(z)|\le\frac{4|w|^{d+1}}{|1-w^2|(1-|w|)}.$$

**Solution.** By (a), $p_d$ has degree at most $d-1$. By (c), $z$ lies off $[-1,1]$ and $p_d$ has the stated uniform error. Part (e) with $p=p_d$ finishes the argument. Most of the Lean proof is the degree count `hdeg`.

The case $n=0$ of the hypothesis forces $i\ne j$. A real energy in a gap inside $[-1,1]$ has $|w|=1$, so the bound says nothing there. With a small imaginary part added, $|w|$ is just below 1 and the guaranteed decay is slow, though the elements themselves may decay much faster.

```lean
/-- Exponential locality: let `H` be Hermitian with eigenvalues in `[-1, 1]` and `(Hⁿ)_ij = 0` for
all `n < d`, `d ≥ 1`. For `0 < |w| < 1` and `z = (w + 1/w)/2`, `z - H` is invertible and
`|G_ij| ≤ 4|w|^(d+1) / (|1 - w²|(1 - |w|))`. -/
theorem green_exponential_locality {H : Matrix ι ι ℂ} (hH : H.IsHermitian) (hb : BandInUnit H)
    {i j : ι} {d : ℕ} (hd : 1 ≤ d) (hloc : ∀ n < d, (H ^ n) i j = 0)
    {w : ℂ} (hw0 : w ≠ 0) (hw1 : ‖w‖ < 1) :
    (energy w • (1 : Matrix ι ι ℂ) - H) * green H (energy w) = 1 ∧
      ‖green H (energy w) i j‖ ≤ 4 * ‖w‖ ^ (d + 1) / (‖1 - w ^ 2‖ * (1 - ‖w‖)) := by
  have hdeg : (chebGreen w d).natDegree < d := by
    have hs : (∑ n ∈ Finset.range d, C (2 * w ^ n) * Chebyshev.T ℂ (n : ℤ)).natDegree
        ≤ d - 1 := by
      refine natDegree_sum_le_of_forall_le _ _ fun n hn => ?_
      have h1 := Finset.mem_range.mp hn
      exact (natDegree_C_mul_le _ _).trans ((chebyshev_mode n).1.trans (by omega))
    refine (natDegree_C_mul_le _ _).trans_lt ((natDegree_sub_le _ _).trans_lt (max_lt ?_ ?_))
    · omega
    · rw [natDegree_one]
      omega
  exact green_le_of_approx hH hb (fun x hx => (chebGreen_error hw0 hw1 d hx).1) hloc hdeg
    fun x hx => (chebGreen_error hw0 hw1 d hx).2
```

## (g) Counting hops

Let $h$ assign a natural number to each orbital (called a site in the docstring), with $h(j)=0$ and $h(a)\le h(b)+1$ whenever $H_{ab}\ne0$. Show that
$$(H^m)_{ij}=0\quad\text{for all } m<h(i).$$

**Solution.** Use induction on $m$, for all $i$ at once. If $m=0$, then $h(i)>0$, so $i\ne j$ and the identity matrix has a zero there. For the next power,
$$(H^{m+1})_{ij}=\sum_kH_{ik}(H^m)_{kj}.$$
If $m+1<h(i)$ and $H_{ik}\ne0$, then $h(k)\ge h(i)-1>m$, so the second factor vanishes. Lean makes the same case split on `H i k = 0`.

On a connected hopping graph, the smallest number of hops to $j$ is such an $h$, called `hops` in the code. For $h(i)\ge1$, part (f) then applies with $d=h(i)$, and its bound shrinks by a factor $|w|$ with each further hop. If no hopping is longer than $R$, orbitals a distance $r$ apart are at least $r/R$ hops apart, which turns the bound into one for a distance cutoff.

```lean
/-- Let `hops` vanish at site `j` and drop by at most one from `a` to `b` whenever `H_ab ≠ 0`. Then
`(Hᵐ)_ij = 0` for every `m < hops i`. -/
theorem pow_eq_zero_of_lt_hops {H : Matrix ι ι ℂ} {j : ι} {hops : ι → ℕ} (hj : hops j = 0)
    (hstep : ∀ a b, H a b ≠ 0 → hops a ≤ hops b + 1) (m : ℕ) :
    ∀ i, m < hops i → (H ^ m) i j = 0 := by
  induction m with
  | zero =>
    intro i hi
    have hij : i ≠ j := by
      rintro rfl
      omega
    rw [pow_zero, one_apply_ne hij]
  | succ m ih =>
    intro i hi
    rw [pow_succ', Matrix.mul_apply]
    refine Finset.sum_eq_zero fun k _ => ?_
    by_cases hk : H i k = 0
    · rw [hk, zero_mul]
    · have h1 := hstep i k hk
      rw [ih k (by omega), mul_zero]

end

end ChebyshevGreenLocality
```

```lean
#print axioms ChebyshevGreenLocality.green_exponential_locality
#print axioms ChebyshevGreenLocality.pow_eq_zero_of_lt_hops
```

```
'ChebyshevGreenLocality.green_exponential_locality' depends on axioms: [propext, Classical.choice, Quot.sound]
'ChebyshevGreenLocality.pow_eq_zero_of_lt_hops' depends on axioms: [propext, Classical.choice, Quot.sound]
```
